# The TDHF polarizability at imaginary frequency, for positive definite $A+B$ and $A-B$

## One excitation

Take a single excitation between real orbitals, so that the two time-dependent Hartree–Fock (TDHF) matrices are real numbers $a$ and $b$ with $a+b>0$ and $a-b>0$. In atomic units, let $d$ be the real transition dipole, taken as the matrix element of the electron coordinate along the field, and $iu$, with $u$ real, the imaginary frequency. For a field with the time factor $e^{i\omega t}$, taken at $\omega=iu$, the excitation and de-excitation amplitudes $X$ and $Y$ satisfy

$$aX+bY+iuX=-d,\qquad bX+aY-iuY=-d .$$

The sum and the difference of the equations are

$$(a+b)(X+Y)+iu(X-Y)=-2d,\qquad (a-b)(X-Y)=-iu(X+Y).$$

The second gives $X-Y$ in terms of $X+Y$. Inserting it into the first turns $iu\cdot(-iu)$ into $+u^2$, so

$$-d(X+Y)=\frac{2(a-b)d^2}{(a-b)(a+b)+u^2}.$$

The denominator is positive for every real $u$.

For $a=5$, $b=3$, $d=1$ the polarizability $-d(X+Y)$ is $4/(16+u^2)$: it is $1/4$ at $u=0$ and $1/8$ at $u=4$. At $u=4$ the amplitudes are $X=-\tfrac1{16}+\tfrac i8$ and $Y=-\tfrac1{16}-\tfrac i8$. In the first equation, $5X+3Y=-\tfrac12+\tfrac i4$ and $4iX=-\tfrac12-\tfrac i4$, which add up to $-1$. The second equation is the complex conjugate of the first.

## Many coupled excitations

Now let $A$ and $B$ be real symmetric matrices and $d$ a real vector. Write $M=A+B$ and $P=A-B$, both positive definite, and $N=PM+u^2$. The claim is that the response equations have exactly one complex solution and that

$$\alpha(iu)=-d^T(X+Y)=2d^TN^{-1}Pd .$$

**$N$ is nonsingular.** Suppose $Nv=0$ with $v\neq0$, and put $w=Mv$. Since $v^TMv>0$, $w\neq0$. Multiplying $Nv=0$ by $w^T$ gives $w^TPw+u^2\,v^TMv=0$, but the first term is positive and the second is nonnegative, a contradiction.

**Uniqueness.** Adding and subtracting the equations gives
$$M(X+Y)=-2d-iu(X-Y),\qquad P(X-Y)=-iu(X+Y).$$
Applying $P$ to the first and using the second yields $N(X+Y)=-2Pd$. This fixes $X+Y$; the second equation then fixes $X-Y$.

**Existence.** Let $y=N^{-1}Pd$ and $z=P^{-1}y$. Then $P(My+u^2z)=Ny=Pd$, hence $My+u^2z=d$. Set $X=-y+iuz$ and $Y=-y-iuz$. The left side of the first response equation is
$$-My+iuPz-iuy-u^2z=-(My+u^2z)=-d,$$
and the second follows by conjugation. Since $X+Y=-2y$, $\alpha(iu)=2d^Ty$, as claimed.

At $u=0$ the formula reduces to the static polarizability $2d^T(A+B)^{-1}d$.

**Sign, monotonicity and tail.** From $d=My+u^2z$ and $y=Pz$,
$$d^Ty=y^TMy+u^2z^TPz,$$
which is positive for $d\neq0$, because $y=0$ would force $z=0$ and then $d=0$.

Let $y',z'$ belong to a second frequency $v$ with $|u|\le|v|$. The same pairing gives $d^Ty'=y'^TMy+u^2z^TPz'$. Expanding the nonnegative quantity
$$(y-y')^TM(y-y')+u^2(z-z')^TP(z-z')$$
then yields $d^Ty-d^Ty'\ge(v^2-u^2)\,z'^TPz'\ge0$, so $\alpha$ does not increase with $|u|$.

Finally, $Pd=PMy+u^2y$, and therefore
$$2d^TPd-u^2\alpha(iu)=2d^TPMy=2(My)^TP(My)+2u^2y^TMy\ge0 .$$

Within TDHF in a finite excitation space, these properties bear on the numerical quadrature for the dispersion coefficient $C_6$, whose Casimir–Polder integrand is a product of two isotropically averaged polarizabilities at the same $iu$.

## The equations and the closed formula in Lean

The finite type `n` labels the excitations.

```lean
import Mathlib

open Matrix

namespace ImaginaryFrequencyTDHF

noncomputable section

variable {n : Type*} [Fintype n] [DecidableEq n]
```

The data are real and the amplitudes complex, so matrices and vectors are embedded explicitly. Making `cmat` a ring homomorphism lets sums, products and inverses pass through it.

```lean
/-- A real matrix regarded as a complex matrix. -/
def cmat : Matrix n n ℝ →+* Matrix n n ℂ := Complex.ofRealHom.mapMatrix

/-- A real vector regarded as a complex vector. -/
def cvec (v : n → ℝ) : n → ℂ := fun i => (v i : ℂ)
```

`IsResponse` is the pair of coupled equations, with the sign convention used above.

```lean
/-- The TDHF response equations at imaginary frequency `iu` for the dipole vector `d`. -/
def IsResponse (A B : Matrix n n ℝ) (d : n → ℝ) (u : ℝ) (X Y : n → ℂ) : Prop :=
  cmat A *ᵥ X + cmat B *ᵥ Y + (Complex.I * u) • X = -cvec d ∧
  cmat B *ᵥ X + cmat A *ᵥ Y - (Complex.I * u) • Y = -cvec d
```

`responseMatrix` is $N$.

```lean
/-- The matrix `(A - B)(A + B) + u²`. -/
def responseMatrix (A B : Matrix n n ℝ) (u : ℝ) : Matrix n n ℝ :=
  (A - B) * (A + B) + u ^ 2 • (1 : Matrix n n ℝ)
```

`polarizability` is defined as the closed real formula. That it equals the response $-d^T(X+Y)$ is a theorem below.

```lean
/-- The closed formula `2 dᵀ ((A - B)(A + B) + u²)⁻¹ (A - B) d`. -/
def polarizability (A B : Matrix n n ℝ) (d : n → ℝ) (u : ℝ) : ℝ :=
  2 * (d ⬝ᵥ ((responseMatrix A B u)⁻¹ *ᵥ ((A - B) *ᵥ d)))
```

The hypotheses `(A + B).PosDef` and `(A - B).PosDef` include symmetry of both combinations, hence of $A$ and $B$. Physically they say that the Hartree–Fock reference is stable against the real and imaginary orbital rotations in the chosen space; this is assumed, not derived from a Hamiltonian. The vector `d` stands for one Cartesian dipole component, and any spin factor must be absorbed into the data. Nonzero real frequencies, where resonances can occur, are not treated.

## Quadratic forms and cancellation

Three lemmas provide positivity, nonnegativity and symmetry of $x^TKy$ for positive definite $K$.

```lean
omit [DecidableEq n] in
private lemma qpos {K : Matrix n n ℝ} (hK : K.PosDef) {x : n → ℝ} (hx : x ≠ 0) :
    0 < x ⬝ᵥ (K *ᵥ x) := by
  have h := hK.dotProduct_mulVec_pos hx
  rwa [star_trivial] at h

omit [DecidableEq n] in
private lemma qnonneg {K : Matrix n n ℝ} (hK : K.PosDef) (x : n → ℝ) :
    0 ≤ x ⬝ᵥ (K *ᵥ x) := by
  by_cases hx : x = 0
  · simp [hx]
  · exact (qpos hK hx).le

omit [DecidableEq n] in
private lemma qsymm {K : Matrix n n ℝ} (hK : K.PosDef) (x y : n → ℝ) :
    x ⬝ᵥ (K *ᵥ y) = y ⬝ᵥ (K *ᵥ x) := by
  have hT : Kᵀ = K := by
    have h := hK.isHermitian
    rwa [Matrix.IsHermitian, conjTranspose_eq_transpose_of_trivial] at h
  rw [Matrix.dotProduct_mulVec, ← Matrix.mulVec_transpose, hT, dotProduct_comm]
```

`cancel` removes a matrix that has a left inverse. The next two lemmas expand $Nv$ and carry a real inverse over to the complex matrices.

```lean
private lemma cancel {R : Type*} [CommRing R] {K L : Matrix n n R} (h : L * K = 1)
    {a b : n → R} (hab : K *ᵥ a = K *ᵥ b) : a = b := by
  have h2 := congrArg (fun x => L *ᵥ x) hab
  simpa only [Matrix.mulVec_mulVec, h, Matrix.one_mulVec] using h2

private lemma responseMatrix_mulVec (A B : Matrix n n ℝ) (u : ℝ) (v : n → ℝ) :
    responseMatrix A B u *ᵥ v = (A - B) *ᵥ ((A + B) *ᵥ v) + u ^ 2 • v := by
  rw [responseMatrix, Matrix.add_mulVec, Matrix.smul_mulVec, Matrix.one_mulVec,
    Matrix.mulVec_mulVec]

private lemma cmat_inv_mul {K : Matrix n n ℝ} (hK : IsUnit K.det) :
    cmat K⁻¹ * cmat K = 1 := by
  rw [← map_mul, Matrix.nonsing_inv_mul _ hK, map_one]
```

## Nonsingularity and the real solution

A zero determinant supplies the null vector $v$. The proof pairs its equation with $(A+B)v$, and `nlinarith` finds the contradiction. The inverse in `polarizability` is thus a genuine one.

```lean
/-- If `A + B` and `A - B` are positive definite, `(A - B)(A + B) + u²` is nonsingular
for every real `u`. -/
theorem responseMatrix_isUnit {A B : Matrix n n ℝ} (hM : (A + B).PosDef)
    (hP : (A - B).PosDef) (u : ℝ) : IsUnit (responseMatrix A B u).det := by
  refine isUnit_iff_ne_zero.mpr fun h => ?_
  obtain ⟨v, hv, h0⟩ := Matrix.exists_mulVec_eq_zero_iff.mpr h
  have h1 := qpos hM hv
  have hw : (A + B) *ᵥ v ≠ 0 := by
    intro h
    rw [h, dotProduct_zero] at h1
    exact lt_irrefl _ h1
  have h2 := qpos hP hw
  -- pair the null-vector equation with (A + B) v
  rw [responseMatrix_mulVec] at h0
  have h3 := congrArg (fun x => ((A + B) *ᵥ v) ⬝ᵥ x) h0
  simp only [dotProduct_add, dotProduct_smul, dotProduct_zero, smul_eq_mul] at h3
  rw [dotProduct_comm ((A + B) *ᵥ v) v] at h3
  nlinarith [mul_nonneg (sq_nonneg u) h1.le]
```

The vectors $y$ and $z$ are constructed as in the derivation, with $P$ cancelled at the end.

```lean
/-- The response problem in real form, for positive definite `A + B` and `A - B`: there are real
`y`, `z` with `(A - B) z = y` and `(A + B) y + u² z = d`, and the closed formula equals `2 dᵀ y`. -/
theorem exists_real_response {A B : Matrix n n ℝ} (hM : (A + B).PosDef)
    (hP : (A - B).PosDef) (d : n → ℝ) (u : ℝ) :
    ∃ y z : n → ℝ, (A - B) *ᵥ z = y ∧ (A + B) *ᵥ y + u ^ 2 • z = d ∧
      polarizability A B d u = 2 * (d ⬝ᵥ y) := by
  have hN := responseMatrix_isUnit hM hP u
  have hPu : IsUnit (A - B).det := isUnit_iff_ne_zero.mpr hP.det_pos.ne'
  obtain ⟨y, hy⟩ : ∃ y, y = (responseMatrix A B u)⁻¹ *ᵥ ((A - B) *ᵥ d) := ⟨_, rfl⟩
  have hNy : responseMatrix A B u *ᵥ y = (A - B) *ᵥ d := by
    rw [hy, Matrix.mulVec_mulVec, Matrix.mul_nonsing_inv _ hN, Matrix.one_mulVec]
  have hz : (A - B) *ᵥ ((A - B)⁻¹ *ᵥ y) = y := by
    rw [Matrix.mulVec_mulVec, Matrix.mul_nonsing_inv _ hPu, Matrix.one_mulVec]
  refine ⟨y, (A - B)⁻¹ *ᵥ y, hz, ?_, by rw [polarizability, hy]⟩
  apply cancel (Matrix.nonsing_inv_mul _ hPu)
  rw [Matrix.mulVec_add, Matrix.mulVec_smul, hz, ← responseMatrix_mulVec, hNy]
```

## Decoupling and uniqueness

In `IsResponse.decouple`, `h1 - h2` and `h1 + h2` are the difference and the sum of the response equations. The last line uses $i^2=-1$ to produce the $+u^2$.

```lean
/-- Adding and subtracting the response equations gives a closed equation for `X + Y`
and expresses `(A - B)(X - Y)` through `X + Y`. -/
theorem IsResponse.decouple {A B : Matrix n n ℝ} {d : n → ℝ} {u : ℝ} {X Y : n → ℂ}
    (h : IsResponse A B d u X Y) :
    cmat (responseMatrix A B u) *ᵥ (X + Y) = (-2 : ℂ) • (cmat (A - B) *ᵥ cvec d) ∧
    cmat (A - B) *ᵥ (X - Y) = (-(Complex.I * u)) • (X + Y) := by
  obtain ⟨h1, h2⟩ := h
  have hD : cmat (A - B) *ᵥ (X - Y) = (-(Complex.I * u)) • (X + Y) := by
    rw [map_sub, Matrix.sub_mulVec, Matrix.mulVec_sub, Matrix.mulVec_sub]
    linear_combination (norm := module) h1 - h2
  have hS : cmat (A + B) *ᵥ (X + Y) =
      (-2 : ℂ) • cvec d - (Complex.I * u) • (X - Y) := by
    rw [map_add, Matrix.add_mulVec, Matrix.mulVec_add, Matrix.mulVec_add]
    linear_combination (norm := module) h1 + h2
  have hu : cmat (u ^ 2 • (1 : Matrix n n ℝ)) = ((u : ℂ) ^ 2) • (1 : Matrix n n ℂ) := by
    ext i j
    by_cases hij : i = j <;> simp [cmat, hij]
  refine ⟨?_, hD⟩
  -- eliminate X - Y
  rw [responseMatrix, map_add, map_mul, hu, Matrix.add_mulVec, ← Matrix.mulVec_mulVec, hS,
    Matrix.mulVec_sub, Matrix.mulVec_smul, Matrix.mulVec_smul, hD, Matrix.smul_mulVec,
    Matrix.one_mulVec]
  ext i
  simp only [Pi.add_apply, Pi.sub_apply, Pi.smul_apply, smul_eq_mul]
  linear_combination (u : ℂ) ^ 2 * (X i + Y i) * Complex.I_sq
```

Two solutions therefore share $X+Y$ and, after cancelling $A-B$, also $X-Y$. Half the sum and half the difference recover $X$ and $Y$.

```lean
/-- If `A + B` and `A - B` are positive definite, two solutions of the response equations for the
same dipole vector and imaginary frequency coincide. -/
theorem IsResponse.unique {A B : Matrix n n ℝ} (hM : (A + B).PosDef)
    (hP : (A - B).PosDef) {d : n → ℝ} {u : ℝ} {X Y X' Y' : n → ℂ}
    (h : IsResponse A B d u X Y) (h' : IsResponse A B d u X' Y') : X = X' ∧ Y = Y' := by
  have hS : X + Y = X' + Y' := cancel (cmat_inv_mul (responseMatrix_isUnit hM hP u))
    (h.decouple.1.trans h'.decouple.1.symm)
  have hD : X - Y = X' - Y' := by
    apply cancel (cmat_inv_mul (isUnit_iff_ne_zero.mpr hP.det_pos.ne'))
    rw [h.decouple.2, h'.decouple.2, hS]
  constructor <;> ext i
  · have s := congrFun hS i
    have t := congrFun hD i
    simp only [Pi.add_apply, Pi.sub_apply] at s t
    linear_combination (s + t) / 2
  · have s := congrFun hS i
    have t := congrFun hD i
    simp only [Pi.add_apply, Pi.sub_apply] at s t
    linear_combination (s - t) / 2
```

## The response theorem

The first part of `tdhf_imaginary_response` says that exactly one pair $(X,Y)$ solves the equations. The second says that for any solution $-d^T(X+Y)$ equals the closed formula, viewed as a complex number; in particular it is real. The product is the plain transpose product, without conjugation.

The proof checks the explicit solution component by component: `h1'` is $Pz=y$, `h2'` is $My+u^2z=d$, and `linear_combination` combines them. Uniqueness then identifies any other solution with this one.

```lean
/-- For positive definite `A + B` and `A - B`, the TDHF equations at imaginary frequency `iu`
have exactly one solution, and `-dᵀ(X + Y) = 2 dᵀ ((A - B)(A + B) + u²)⁻¹ (A - B) d`. -/
theorem tdhf_imaginary_response {A B : Matrix n n ℝ} (hM : (A + B).PosDef)
    (hP : (A - B).PosDef) (d : n → ℝ) (u : ℝ) :
    (∃! p : (n → ℂ) × (n → ℂ), IsResponse A B d u p.1 p.2) ∧
    ∀ X Y, IsResponse A B d u X Y →
      -(cvec d ⬝ᵥ (X + Y)) = (polarizability A B d u : ℂ) := by
  obtain ⟨y, z, hz, hy, hα⟩ := exists_real_response hM hP d u
  have hc : ∀ (K : Matrix n n ℝ) (v : n → ℝ), cmat K *ᵥ cvec v = cvec (K *ᵥ v) := by
    intro K v
    ext i
    simp [cmat, cvec, Matrix.mulVec, dotProduct]
  -- the explicit solution X = -y + iuz, Y = -y - iuz
  have hsol : IsResponse A B d u (-cvec y + (Complex.I * u) • cvec z)
      (-cvec y - (Complex.I * u) • cvec z) := by
    constructor <;> ext i
    all_goals
      have h1 := congrFun hz i
      have h2 := congrFun hy i
      simp only [Matrix.sub_mulVec, Matrix.add_mulVec, Pi.sub_apply, Pi.add_apply,
        Pi.smul_apply, smul_eq_mul] at h1 h2
      have h1' : (((A *ᵥ z) i : ℝ) : ℂ) - ((B *ᵥ z) i : ℝ) = (y i : ℝ) := by
        exact_mod_cast h1
      have h2' : (((A *ᵥ y) i : ℝ) : ℂ) + ((B *ᵥ y) i : ℝ) + (u : ℂ) ^ 2 * (z i : ℝ)
          = (d i : ℝ) := by exact_mod_cast h2
      simp only [Matrix.mulVec_add, Matrix.mulVec_sub, Matrix.mulVec_neg,
        Matrix.mulVec_smul, hc, Pi.add_apply, Pi.sub_apply, Pi.neg_apply, Pi.smul_apply,
        smul_eq_mul, cvec]
    · linear_combination -h2' + Complex.I * u * h1' + (u : ℂ) ^ 2 * z i * Complex.I_sq
    · linear_combination -h2' - Complex.I * u * h1' + (u : ℂ) ^ 2 * z i * Complex.I_sq
  refine ⟨⟨(_, _), hsol, fun p hp => ?_⟩, fun X Y h => ?_⟩
  · obtain ⟨e1, e2⟩ := IsResponse.unique hM hP hp hsol
    exact Prod.ext e1 e2
  · obtain ⟨rfl, rfl⟩ := IsResponse.unique hM hP h hsol
    have hs : (-cvec y + (Complex.I * u) • cvec z) + (-cvec y - (Complex.I * u) • cvec z)
        = (-2 : ℂ) • cvec y := by module
    have hdy : cvec d ⬝ᵥ cvec y = ((d ⬝ᵥ y : ℝ) : ℂ) := by simp [cvec, dotProduct]
    rw [hs, dotProduct_smul, smul_eq_mul, hdy, hα]
    push_cast
    ring
```

## Positivity, decay and the tail bound

`pairing` is the identity for $d^Ty'$, stated so that the two response vectors may belong to different frequencies.

```lean
omit [DecidableEq n] in
private lemma pairing {M P : Matrix n n ℝ} {d y z y' z' : n → ℝ} {u : ℝ}
    (h : M *ᵥ y + u ^ 2 • z = d) (h' : P *ᵥ z' = y') :
    d ⬝ᵥ y' = y' ⬝ᵥ (M *ᵥ y) + u ^ 2 * (z ⬝ᵥ (P *ᵥ z')) := by
  rw [h', ← h, add_dotProduct, smul_dotProduct, smul_eq_mul, dotProduct_comm (M *ᵥ y)]
```

Positivity uses it with both vectors at the same frequency.

```lean
/-- If `A + B` and `A - B` are positive definite, the polarizability at any imaginary frequency is
positive for a nonzero dipole vector. -/
theorem polarizability_pos {A B : Matrix n n ℝ} (hM : (A + B).PosDef)
    (hP : (A - B).PosDef) {d : n → ℝ} (hd : d ≠ 0) (u : ℝ) :
    0 < polarizability A B d u := by
  obtain ⟨y, z, hz, hy, hα⟩ := exists_real_response hM hP d u
  have hy0 : y ≠ 0 := by
    intro h0
    have hz0 : z = 0 := by
      by_contra hne
      have h := qpos hP hne
      rw [hz, h0, dotProduct_zero] at h
      exact lt_irrefl _ h
    apply hd
    rw [← hy, h0, hz0, Matrix.mulVec_zero, smul_zero, add_zero]
  rw [hα, pairing hy hz]
  have h1 := qpos hM hy0
  have h2 := mul_nonneg (sq_nonneg u) (qnonneg hP z)
  linarith
```

For monotonicity it is used three times, as `e1`, `e2` and `e3`. The facts `q1` and `q2` are the quadratic forms of the differences, and `linarith` adds up the inequalities.

```lean
/-- If `A + B` and `A - B` are positive definite, the polarizability does not increase when the
magnitude of the imaginary frequency grows. -/
theorem polarizability_antitone {A B : Matrix n n ℝ} (hM : (A + B).PosDef)
    (hP : (A - B).PosDef) (d : n → ℝ) {u v : ℝ} (huv : |u| ≤ |v|) :
    polarizability A B d v ≤ polarizability A B d u := by
  obtain ⟨y, z, hz, hy, hα⟩ := exists_real_response hM hP d u
  obtain ⟨y', z', hz', hy', hα'⟩ := exists_real_response hM hP d v
  have e1 := pairing hy hz
  have e2 := pairing hy hz'
  have e3 := pairing hy' hz'
  -- quadratic forms of the differences between the two responses
  have q1 := qnonneg hM (y - y')
  have q2 := qnonneg hP (z - z')
  rw [Matrix.mulVec_sub, sub_dotProduct, dotProduct_sub, dotProduct_sub,
    qsymm hM y y'] at q1
  rw [Matrix.mulVec_sub, sub_dotProduct, dotProduct_sub, dotProduct_sub,
    qsymm hP z' z] at q2
  have q3 := mul_nonneg (sub_nonneg.mpr (sq_le_sq.mpr huv)) (qnonneg hP z')
  have q4 := mul_nonneg (sq_nonneg u) q2
  rw [hα, hα']
  linarith
```

In the tail bound, `e1` is $Pd=PMy+u^2y$, and `e3` rewrites $d^TPMy$ as the sum of two nonnegative terms. In the numerical example the bound reads $4u^2/(16+u^2)\le4$.

```lean
/-- If `A + B` and `A - B` are positive definite, the polarizability obeys the bound `u² α(iu) ≤ 2
dᵀ (A - B) d` for every real `u`. -/
theorem polarizability_tail {A B : Matrix n n ℝ} (hM : (A + B).PosDef)
    (hP : (A - B).PosDef) (d : n → ℝ) (u : ℝ) :
    u ^ 2 * polarizability A B d u ≤ 2 * (d ⬝ᵥ ((A - B) *ᵥ d)) := by
  obtain ⟨y, z, hz, hy, hα⟩ := exists_real_response hM hP d u
  have e1 : (A - B) *ᵥ d = (A - B) *ᵥ ((A + B) *ᵥ y) + u ^ 2 • y := by
    rw [← hy, Matrix.mulVec_add, Matrix.mulVec_smul, hz]
  have e2 : ∀ x, d ⬝ᵥ x = ((A + B) *ᵥ y) ⬝ᵥ x + u ^ 2 * (z ⬝ᵥ x) := by
    intro x
    rw [← hy, add_dotProduct, smul_dotProduct, smul_eq_mul]
  have e3 := e2 ((A - B) *ᵥ ((A + B) *ᵥ y))
  rw [qsymm hP z, hz, dotProduct_comm ((A + B) *ᵥ y) y] at e3
  have q1 := qnonneg hP ((A + B) *ᵥ y)
  have q2 := mul_nonneg (sq_nonneg u) (qnonneg hM y)
  rw [hα, e1, dotProduct_add, dotProduct_smul, smul_eq_mul]
  linarith

end

end ImaginaryFrequencyTDHF
```

```lean
#print axioms ImaginaryFrequencyTDHF.tdhf_imaginary_response
#print axioms ImaginaryFrequencyTDHF.polarizability_pos
#print axioms ImaginaryFrequencyTDHF.polarizability_antitone
#print axioms ImaginaryFrequencyTDHF.polarizability_tail
```

```
'ImaginaryFrequencyTDHF.tdhf_imaginary_response' depends on axioms: [propext, Classical.choice, Quot.sound]
'ImaginaryFrequencyTDHF.polarizability_pos' depends on axioms: [propext, Classical.choice, Quot.sound]
'ImaginaryFrequencyTDHF.polarizability_antitone' depends on axioms: [propext, Classical.choice, Quot.sound]
'ImaginaryFrequencyTDHF.polarizability_tail' depends on axioms: [propext, Classical.choice, Quot.sound]
```
